# First-order mixing inside a degenerate level that the perturbation splits

After diagonalising a perturbation V within a degenerate level, one usually wants the corrected states as well as the split energies. The familiar sum over other levels gives only part of each correction: the amplitudes on the other states of the same level are still missing, and they enter first-order changes of expectation values. If no other state of the level has the same first-order shift as the state j being corrected, the missing amplitude on a state i is a second-order coupling divided by the difference of their two shifts.

## The equations order by order

Let H0 have orthonormal eigenstates b_k with energies E_k, where k runs over a finite set, and write V_ik for the matrix elements of V in this basis. Fix a state j and let a = E_j be the energy of its level. For the Hamiltonian H0 + λV, with λ a small parameter, expand the state as b_j + λx + λ²y and its energy as a + λV_jj + λ²c. Collecting powers of λ in the eigenvalue equation gives

(H0 − a)x = (V_jj − V)b_j

(H0 − a)y = (V_jj − V)x + c b_j

The vectors x and y are the first- and second-order corrections to the state; c is the second-order energy, often written E_j⁽²⁾. In Lean the basis labels form a finite type `n`.

```lean
import Mathlib

open Matrix

namespace DegeneratePerturbation

noncomputable section

variable {n : Type*} [Fintype n] [DecidableEq n]
```

The energies are real, and H0 is the diagonal complex matrix that carries them.

```lean
/-- The unperturbed Hamiltonian, diagonal with real energies `E k`. -/
def H0 (E : n → ℝ) : Matrix n n ℂ := Matrix.diagonal fun k => (E k : ℂ)
```

The level of energy a consists of all k with E_k = a. The basis within it is assumed to be chosen already, so that V_ik = 0 for any two different states i and k of the level. For Hermitian V, diagonalising the level's block supplies such a basis.

```lean
/-- The perturbation has no off-diagonal elements between states of the level with energy `a`. -/
def DiagonalOnLevel (E : n → ℝ) (V : Matrix n n ℂ) (a : ℝ) : Prop :=
  ∀ i k, E i = a → E k = a → i ≠ k → V i k = 0
```

The two perturbation equations become propositions about given vectors. In them `*ᵥ` is a matrix acting on a vector, and `Pi.single j (1 : ℂ)` is b_j. The definitions require neither a Hermitian V nor any normalisation of x.

```lean
/-- The first-order equation `(H0 - E j) x = (V j j - V) b_j` for the correction `x` to the
basis state `b_j`. -/
def FirstOrder (E : n → ℝ) (V : Matrix n n ℂ) (j : n) (x : n → ℂ) : Prop :=
  H0 E *ᵥ x - (E j : ℂ) • x = V j j • Pi.single j (1 : ℂ) - V *ᵥ Pi.single j (1 : ℂ)

/-- The second-order equation `(H0 - E j) y = (V j j - V) x + c b_j` for the second-order
correction `y` to the state and `c` to the energy. -/
def SecondOrder (E : n → ℝ) (V : Matrix n n ℂ) (j : n) (x y : n → ℂ) (c : ℂ) : Prop :=
  H0 E *ᵥ y - (E j : ℂ) • y = V j j • x - V *ᵥ x + c • Pi.single j (1 : ℂ)
```

These equations are where the model starts. That an exact eigenstate of H0 + λV has an expansion beginning with b_j, with x, y and c as its coefficients, is the step to a real system that the hypotheses leave to the user.

States i and j of the level can also be connected through a state k outside it. The sum of these two-step passages is

W_ij = Σ[E_k ≠ a] V_ik V_kj/(a − E_k)

where the bracket gives the range of k. Lean calls W_ij `coupling`; it is an off-diagonal element of a second-order effective Hamiltonian when i ≠ j.

```lean
/-- The second-order coupling of `i` and `j` through the states outside the level `a`:
the sum of `V i k * V k j / (a - E k)` over all `k` with `E k ≠ a`. -/
def coupling (E : n → ℝ) (V : Matrix n n ℂ) (a : ℝ) (i j : n) : ℂ :=
  ∑ k ∈ Finset.univ.filter (fun k => E k ≠ a), V i k * V k j / ((a : ℂ) - (E k : ℂ))
```

## What the first-order equation leaves open

Since H0 is diagonal, component k of the first-order equation reads

(E_k − a)x_k = V_jj δ_kj − V_kj

where δ_kj is 1 for k = j and 0 otherwise. Lean writes δ_kj as an `if`, and the proof only unfolds the matrix products.

```lean
/-- The first-order equation written in components. -/
theorem firstOrder_iff (E : n → ℝ) (V : Matrix n n ℂ) (j : n) (x : n → ℂ) :
    FirstOrder E V j x ↔ ∀ k, ((E k : ℂ) - (E j : ℂ)) * x k =
      V j j * (if k = j then 1 else 0) - V k j := by
  simp only [FirstOrder, funext_iff, H0, Pi.sub_apply, Pi.smul_apply, smul_eq_mul,
    Matrix.mulVec_diagonal, Matrix.mulVec_single_one, Matrix.col_apply, Pi.single_apply, sub_mul]
```

Component k of the second-order equation is likewise

(E_k − a)y_k = V_jj x_k − (Vx)_k + c δ_kj

```lean
/-- The second-order equation written in components. -/
theorem secondOrder_iff (E : n → ℝ) (V : Matrix n n ℂ) (j : n) (x y : n → ℂ) (c : ℂ) :
    SecondOrder E V j x y c ↔ ∀ k, ((E k : ℂ) - (E j : ℂ)) * y k =
      V j j * x k - (V *ᵥ x) k + c * (if k = j then 1 else 0) := by
  simp only [SecondOrder, funext_iff, H0, Pi.sub_apply, Pi.add_apply, Pi.smul_apply,
    smul_eq_mul, Matrix.mulVec_diagonal, Pi.single_apply, sub_mul]
```

Inside the level the left side of the first-order equation is zero. For k = j the right side is V_jj − V_jj = 0, but for any other k in the level it is −V_kj, which must therefore vanish. Conversely, if all these elements vanish, a solution is obtained by dividing by E_k − a outside the level and setting x_k = 0 inside. This is why b_j has to be an eigenvector of the level's block of V before it can be corrected.

The Lean proof uses the single formula −V_kj/(E_k − E_j) for every k; division by zero returns 0 in Lean, which supplies the values inside the level.

```lean
/-- The first-order equation for `b_j` has a solution exactly when `V` does not couple `b_j`
to the other states of its level. -/
theorem firstOrder_solvable_iff (E : n → ℝ) (V : Matrix n n ℂ) (j : n) :
    (∃ x, FirstOrder E V j x) ↔ ∀ k, E k = E j → k ≠ j → V k j = 0 := by
  constructor
  · rintro ⟨x, hx⟩ k hk hkj
    have h := (firstOrder_iff E V j x).1 hx k
    rw [hk, if_neg hkj] at h
    linear_combination h
  · intro h
    refine ⟨fun k => -V k j / ((E k : ℂ) - (E j : ℂ)), (firstOrder_iff E V j _).2 fun k => ?_⟩
    by_cases hk : E k = E j
    · by_cases hkj : k = j
      · rw [hkj]; simp
      · simp [hk, hkj, h k hk hkj]
    · have hne : (E k : ℂ) - (E j : ℂ) ≠ 0 := sub_ne_zero.2 (by exact_mod_cast hk)
      have hkj : k ≠ j := fun e => hk (by rw [e])
      have hc := div_mul_cancel₀ (-V k j) hne
      rw [if_neg hkj]
      linear_combination hc
```

Outside the level, k ≠ j and E_k − a ≠ 0, so the equation gives (E_k − a)x_k = −V_kj, that is

x_k = V_kj/(a − E_k)

This is the familiar part of the correction. The amplitudes inside the level have dropped out of the first-order equation altogether.

```lean
/-- Outside the level of `j`, the first-order equation fixes the amplitude
`x k = V k j / (E j - E k)`. -/
theorem firstOrder_outside {E : n → ℝ} {V : Matrix n n ℂ} {j k : n} {x : n → ℂ}
    (hx : FirstOrder E V j x) (hk : E k ≠ E j) :
    x k = V k j / ((E j : ℂ) - (E k : ℂ)) := by
  have hne : (E j : ℂ) - (E k : ℂ) ≠ 0 := sub_ne_zero.2 (by exact_mod_cast hk.symm)
  have hkj : k ≠ j := fun e => hk (by rw [e])
  have h := (firstOrder_iff E V j x).1 hx k
  rw [if_neg hkj] at h
  rw [eq_div_iff hne]
  linear_combination -h
```

## The condition imposed at second order

To find them, take i in the level and expand

(Vx)_i = Σ[all k] V_ik x_k

The term k = i is V_ii x_i. Every other term from the level vanishes because V is diagonal there. In the remaining terms x_k is known, and they add up to W_ij. Hence

(Vx)_i = V_ii x_i + W_ij

The statement `key` in the proof makes this three-way distinction for each term, and the sum is then taken. The case i = j is included.

```lean
/-- If `V` is diagonal on the level of `j` and `x` solves the first-order equation, then for `i`
in the level `(V x) i` is `V i i * x i` plus the second-order coupling of `i` and `j`. -/
theorem mulVec_on_level {E : n → ℝ} {V : Matrix n n ℂ} {i j : n} {x : n → ℂ}
    (hV : DiagonalOnLevel E V (E j)) (hx : FirstOrder E V j x) (hi : E i = E j) :
    (V *ᵥ x) i = V i i * x i + coupling E V (E j) i j := by
  -- each term is either the diagonal one, zero, or a passage through an outside state
  have key : ∀ k, V i k * x k = (if k = i then V i i * x i else 0) +
      (if E k ≠ E j then V i k * V k j / ((E j : ℂ) - (E k : ℂ)) else 0) := by
    intro k
    by_cases hk : E k = E j
    · by_cases hki : k = i
      · rw [hki]; simp [hi]
      · simp [hk, hki, hV i k hi hk (Ne.symm hki)]
    · have hki : k ≠ i := fun e => hk (by rw [e, hi])
      rw [if_neg hki, if_pos hk, firstOrder_outside hx hk]
      ring
  simp only [Matrix.mulVec, dotProduct, coupling, Finset.sum_filter]
  rw [Finset.sum_congr rfl (fun k _ => key k), Finset.sum_add_distrib]
  simp
```

Now put this into component i of the second-order equation. Its left side is zero because E_i = a, so

0 = (V_jj − V_ii)x_i − W_ij + c δ_ij

For i ≠ j this becomes

x_i(V_jj − V_ii) = W_ij

For i = j it gives c = W_jj and leaves x_j free, as expected for a component that only changes the normalisation and phase of the state.

The conditions for i ≠ j are also sufficient. Given them, choose c = W_jj; the components inside the level then hold, and outside it

y_k = (V_jj x_k − (Vx)_k)/(E_k − a)

solves the rest. The two directions of the Lean proof are these two arguments, with `linear_combination` doing the rearrangements.

```lean
/-- Let `V` be diagonal on the level of `j` and `x` solve the first-order equation. The
second-order equation is solvable exactly when `x i * (V j j - V i i)` equals the second-order
coupling for every other state `i` of the level. -/
theorem secondOrder_solvable_iff {E : n → ℝ} {V : Matrix n n ℂ} {j : n} {x : n → ℂ}
    (hV : DiagonalOnLevel E V (E j)) (hx : FirstOrder E V j x) :
    (∃ y c, SecondOrder E V j x y c) ↔
      ∀ i, E i = E j → i ≠ j → x i * (V j j - V i i) = coupling E V (E j) i j := by
  constructor
  · rintro ⟨y, c, hy⟩ i hi hij
    have h := (secondOrder_iff E V j x y c).1 hy i
    rw [mulVec_on_level hV hx hi, hi, if_neg hij] at h
    linear_combination -h
  · intro h
    refine ⟨fun k => (V j j * x k - (V *ᵥ x) k) / ((E k : ℂ) - (E j : ℂ)),
      coupling E V (E j) j j, (secondOrder_iff E V j x _ _).2 fun k => ?_⟩
    by_cases hk : E k = E j
    · rw [mulVec_on_level hV hx hk, hk, sub_self, zero_mul]
      by_cases hkj : k = j
      · rw [hkj, if_pos rfl]; ring
      · rw [if_neg hkj]
        linear_combination -(h k hk hkj)
    · have hne : (E k : ℂ) - (E j : ℂ) ≠ 0 := sub_ne_zero.2 (by exact_mod_cast hk)
      have hkj : k ≠ j := fun e => hk (by rw [e])
      have hc := div_mul_cancel₀ (V j j * x k - (V *ᵥ x) k) hne
      rw [if_neg hkj]
      linear_combination hc
```

## The mixing amplitude

If V_ii ≠ V_jj, then i and j are different states and the condition can be divided by V_jj − V_ii:

x_i = (Σ[E_k ≠ a] V_ik V_kj/(a − E_k))/(V_jj − V_ii)

The powers of λ explain why a second-order coupling appears in a first-order state. The coupling is λ²W_ij and the splitting is λ(V_jj − V_ii), so their ratio is of order λ.

In `mixing_in_level`, `hV` says that V is diagonal on the level, `hx` and `hy` are the two perturbation equations, `hi` places i in the level, and `hsplit` says that the first-order shifts differ. Hermiticity is not required. In electronic structure the formula applies to a Hamiltonian matrix in a finite orthonormal basis, for a state j whose first-order shift no other state of its level shares. If other states do share it, `hy` can hold only when their second-order couplings to j vanish.

```lean
/-- First-order mixing inside a degenerate level: if `V` is diagonal on the level, the first- and
second-order equations hold, `i` lies in the level of `j` and `V i i ≠ V j j`, then the amplitude of
`i` in the correction to `b_j` is the second-order coupling divided by the first-order splitting
`V j j - V i i`. -/
theorem mixing_in_level {E : n → ℝ} {V : Matrix n n ℂ} {i j : n} {x y : n → ℂ} {c : ℂ}
    (hV : DiagonalOnLevel E V (E j)) (hx : FirstOrder E V j x)
    (hy : SecondOrder E V j x y c) (hi : E i = E j) (hsplit : V i i ≠ V j j) :
    x i = (∑ k ∈ Finset.univ.filter (fun k => E k ≠ E j),
      V i k * V k j / ((E j : ℂ) - (E k : ℂ))) / (V j j - V i i) := by
  have hij : i ≠ j := fun e => hsplit (by rw [e])
  rw [eq_div_iff (sub_ne_zero.2 hsplit.symm)]
  exact (secondOrder_solvable_iff hV hx).1 ⟨y, c, hy⟩ i hi hij
```

If instead i ≠ j but V_ii = V_jj, the left side of the condition is zero whatever x_i is, so W_ij must vanish. A nonzero W_ij means that b_j is not a suitable starting state, even though V is diagonal on the level. The usual remedy is to diagonalise the second-order coupling among the states that share the same first-order shift.

```lean
/-- If `V` is diagonal on the level and gives two different states `i`, `j` of it the same
first-order shift, the first- and second-order equations for `b_j` can both hold only if the
second-order coupling of `i` and `j` vanishes. -/
theorem coupling_eq_zero_of_unsplit {E : n → ℝ} {V : Matrix n n ℂ} {i j : n} {x y : n → ℂ}
    {c : ℂ} (hV : DiagonalOnLevel E V (E j)) (hx : FirstOrder E V j x)
    (hy : SecondOrder E V j x y c) (hi : E i = E j) (hij : i ≠ j) (hsame : V i i = V j j) :
    coupling E V (E j) i j = 0 := by
  rw [← (secondOrder_solvable_iff hV hx).1 ⟨y, c, hy⟩ i hi hij, hsame, sub_self, mul_zero]
```

## The second-order energy

The component i = j gave c = W_jj. For Hermitian V, V_jk is the complex conjugate of V_kj, so each product V_jk V_kj is |V_kj|² and

c = Σ[E_k ≠ a] |V_kj|²/(a − E_k)

This is the non-degenerate expression with the whole level left out of the sum, and the mixing amplitudes do not enter it. The theorem states that the complex number c equals this real sum.

```lean
/-- If `V` is Hermitian and diagonal on the level of `j`, and the first- and second-order equations
for `b_j` hold, then the second-order energy `c` is the real sum of `‖V k j‖ ^ 2 / (E j - E k)` over
the states `k` outside the level. -/
theorem second_order_energy {E : n → ℝ} {V : Matrix n n ℂ} {j : n} {x y : n → ℂ} {c : ℂ}
    (hH : V.IsHermitian) (hV : DiagonalOnLevel E V (E j)) (hx : FirstOrder E V j x)
    (hy : SecondOrder E V j x y c) :
    c = ((∑ k ∈ Finset.univ.filter (fun k => E k ≠ E j),
      ‖V k j‖ ^ 2 / (E j - E k) : ℝ) : ℂ) := by
  have h := (secondOrder_iff E V j x y c).1 hy j
  rw [mulVec_on_level hV hx rfl, if_pos rfl] at h
  have hc : c = coupling E V (E j) j j := by linear_combination -h
  rw [hc, coupling, Complex.ofReal_sum]
  refine Finset.sum_congr rfl fun k _ => ?_
  -- Hermiticity turns the product of matrix elements into a squared modulus
  have hk : V j k * V k j = (‖V k j‖ : ℂ) ^ 2 := by
    rw [← hH.apply j k]
    exact Complex.conj_mul' (V k j)
  rw [hk]
  push_cast
  rfl
```

## Three states with a nonzero mixing

Take energies 0, 0, 1 for states numbered 0, 1, 2, as in Lean, and correct state 0. The perturbation shifts states 0 and 1 by 1 and −1, and couples each of them to state 2 with strength 1. Then

x_2 = 1/(0 − 1) = −1

W_10 = 1 · 1/(0 − 1) = −1

x_1 = −1/(1 − (−1)) = −1/2

With the choice x_0 = 0, the vector b_0 + λx has squared norm 1 + 5λ²/4 for real λ, so normalising it does not change these first-order amplitudes. The second-order energy is c = −1. The second-order equation leaves y_0 and y_1 open, and with both set to zero it is solved by y = (0, 0, −1/2); the actual value of y_1 is fixed only at third order. Lean checks each hypothesis entry by entry.

```lean
/-- Energies `0, 0, 1` and the Hermitian perturbation with rows `(1, 0, 1)`, `(0, -1, 1)`,
`(1, 1, 0)` satisfy the hypotheses of the mixing formula, with amplitude `-1/2` of state `1` in
the first-order correction to state `0`. -/
theorem mixing_in_level_witness :
    let E : Fin 3 → ℝ := ![0, 0, 1]
    let V : Matrix (Fin 3) (Fin 3) ℂ := !![1, 0, 1; 0, -1, 1; 1, 1, 0]
    V.IsHermitian ∧ DiagonalOnLevel E V (E 0) ∧ E 1 = E 0 ∧ V 1 1 ≠ V 0 0 ∧
      FirstOrder E V 0 ![0, -1 / 2, -1] ∧
      SecondOrder E V 0 ![0, -1 / 2, -1] ![0, 0, -1 / 2] (-1) := by
  intro E V
  refine ⟨?_, ?_, ?_, ?_, ?_, ?_⟩
  · ext i k
    fin_cases i <;> fin_cases k <;> simp [V]
  · intro i k
    fin_cases i <;> fin_cases k <;> simp [E, V]
  · simp [E]
  · norm_num [V]
  · rw [firstOrder_iff]
    intro k
    fin_cases k <;> norm_num [E, V]
  · rw [secondOrder_iff]
    intro k
    fin_cases k <;> norm_num [E, V, Matrix.mulVec, dotProduct, Fin.sum_univ_succ]

end

end DegeneratePerturbation
```

```lean
#print axioms DegeneratePerturbation.firstOrder_solvable_iff
#print axioms DegeneratePerturbation.mixing_in_level
#print axioms DegeneratePerturbation.coupling_eq_zero_of_unsplit
#print axioms DegeneratePerturbation.second_order_energy
```

```
'DegeneratePerturbation.firstOrder_solvable_iff' depends on axioms: [propext, Classical.choice, Quot.sound]
'DegeneratePerturbation.mixing_in_level' depends on axioms: [propext, Classical.choice, Quot.sound]
'DegeneratePerturbation.coupling_eq_zero_of_unsplit' depends on axioms: [propext, Classical.choice, Quot.sound]
'DegeneratePerturbation.second_order_energy' depends on axioms: [propext, Classical.choice, Quot.sound]
```
